# A two-orbital mixing can remove at least 2/(N(N−1)) of the off-diagonal weight of any N×N Hermitian matrix, N ≥ 2

I localize N orbitals along x by mixing two at a time. Supposedly some pair mixing always leaves at most 1 − 2/(N(N−1)) of the removable spread. But when I rotate orbitals p and q to kill their coupling, their couplings to all the other orbitals change too. Why can't those grow and undo the gain?

## The other couplings only trade weight

Individually they can grow, but their total squared weight is fixed. For a Hermitian position matrix X, write

off(X) = Σ_{m≠n} |X_mn|².

For orthonormal orbitals, the spread along x is the sum of their position variances, and off(X) is the part of it that unitary mixing can change. Decoupling the most strongly coupled pair leaves at most the fraction r = 1 − 2/(N(N−1)) of it, and k suitable mixings leave at most rᵏ.

Let E have the basis vectors of p ≠ q as columns, and let V be a 2×2 unitary. The mixing is

U = 1 + E(V − 1)Eᴴ.

Since EᴴE = 1, UᴴU = 1 + E(VᴴV − 1)Eᴴ = 1, so U is unitary. Put X' = UᴴXU. The total weight is conserved:

Σ_mn |X'_mn|² = tr(X'X'ᴴ) = tr(XXᴴ) = Σ_mn |X_mn|².

Because UE = EV, the 2×2 block B of the pair becomes VᴴBV. The same conservation law for this block reads

|X'_pp|² + |X'_qq|² + 2|X'_pq|² = |X_pp|² + |X_qq|² + 2|X_pq|².

All other diagonal entries stay put. Subtracting the diagonal weight from the total gives

off(X') = off(X) − 2|X_pq|² + 2|X'_pq|².

Taking the eigenvectors of B as the columns of V makes X'_pq = 0. If |X_pq| is the largest coupling, the N(N−1) off-diagonal entries give off(X) ≤ N(N−1)|X_pq|², hence

off(X') = off(X) − 2|X_pq|² ≤ r off(X).

X' is again Hermitian, so the step repeats. As 0 ≤ r < 1, finitely many steps reach any positive tolerance.

The one-step factor is sharp. If every coupling has modulus c, then off(X) = N(N−1)c², and no pair mixing removes more than 2c² = 2 off(X)/(N(N−1)).

## Two and three orbitals

For N = 2, r = 0: one mixing diagonalizes X.

For N = 3, take zero diagonal and all couplings 1, so off(X) = 6 and r = 2/3. Mix orbitals 1 and 2 into (1, 1)/√2 and (1, −1)/√2. They decouple from each other, and their couplings to orbital 3 become √2 and 0. One coupling has grown, yet off(X') = 2·(√2)² = 4, exactly 2/3 of 6. Decoupling the remaining pair then gives 0, below the two-step bound 8/3.

## What the Lean theorems say

The finite type `ι` labels the orbitals, `Fintype.card ι` is N, and `offSpread` is off(X), counting both (m,n) and (n,m). `IsPairMixing U` says that U is `pairMixing p q V` for distinct p, q and a unitary V; complex phases are allowed.

`exists_pairMixing_le` is the one-step bound. `exists_pairMixings_le_pow` supplies a list of k mixings whose product `L.prod` obeys the power law; each new factor stands on the right and acts on the current orbitals. `exists_pairMixings_lt` reaches any tolerance ε > 0, and `le_offSpread_of_equal_couplings` is the sharpness statement.

X may be any Hermitian matrix; reading it as position projected onto the orbitals is the physical interpretation. The result bears on pairwise orbital localization for a finite set and a single direction. It concerns neither mixings that depend on crystal momentum nor several directions at once, and it promises no rate for a fixed order of pairs.

## From the weight balance to the induction

`pairMixing_mul_frame` is UE = EV, from which `pairMixing_unitary` and `pairMixing_block` follow. `pairMixing_diag` fixes the other diagonal entries. `offSpread_pairMixing` applies `sum_sq_unitary` twice, to the matrix and to the block, and `linarith` combines the two balances.

`exists_decoupling` takes V from the spectral theorem. In `exists_pairMixing_le`, `Finset.exists_max_image` picks the largest coupling and `sum_offdiag_const` counts the entries. The power law is an induction that appends one mixing to the list; the tolerance result chooses k with rᵏ < ε/(off(X) + 1). Sharpness follows from the exact balance by dropping the nonnegative term 2|X'_pq|².

```lean
import Mathlib

open Matrix

namespace PairwiseLocalization

noncomputable section

variable {ι : Type*} [Fintype ι] [DecidableEq ι]

/-- The removable spread of a position matrix `X`: the sum of `|X_mn|²` over all `m ≠ n`. -/
def offSpread (X : Matrix ι ι ℂ) : ℝ :=
  ∑ m, ∑ n, if m = n then 0 else ‖X m n‖ ^ 2

/-- The two columns of this matrix are the basis vectors of the orbitals `p` and `q`. -/
def pairFrame (p q : ι) : Matrix ι (Fin 2) ℂ :=
  (1 : Matrix ι ι ℂ).submatrix id ![p, q]

/-- For `p ≠ q`, the matrix that mixes the orbitals `p` and `q` by the 2×2 matrix `V` and
leaves every other orbital alone. -/
def pairMixing (p q : ι) (V : Matrix (Fin 2) (Fin 2) ℂ) : Matrix ι ι ℂ :=
  1 + pairFrame p q * (V - 1) * (pairFrame p q)ᴴ

/-- `U` is a unitary mixing of only two distinct orbitals. -/
def IsPairMixing (U : Matrix ι ι ℂ) : Prop :=
  ∃ p q V, p ≠ q ∧ V ∈ unitaryGroup (Fin 2) ℂ ∧ U = pairMixing p q V

omit [Fintype ι] in
lemma pairFrame_conj (p q : ι) :
    (pairFrame p q)ᴴ = (1 : Matrix ι ι ℂ).submatrix ![p, q] id := by
  rw [pairFrame, conjTranspose_submatrix, conjTranspose_one]

lemma pairFrame_compress (p q : ι) (X : Matrix ι ι ℂ) :
    (pairFrame p q)ᴴ * X * pairFrame p q = X.submatrix ![p, q] ![p, q] := by
  ext a b
  rw [pairFrame_conj, pairFrame]
  generalize (![p, q] : Fin 2 → ι) = e
  simp only [Matrix.mul_apply, submatrix_apply, id_eq, Matrix.one_apply]
  simp

lemma pairMixing_mul_frame {p q : ι} (hpq : p ≠ q) (V : Matrix (Fin 2) (Fin 2) ℂ) :
    pairMixing p q V * pairFrame p q = pairFrame p q * V := by
  have hE : (pairFrame p q)ᴴ * pairFrame p q = 1 := by
    have h := pairFrame_compress p q 1
    rw [Matrix.mul_one] at h
    rw [h]
    ext a b
    fin_cases a <;> fin_cases b <;> simp [Matrix.one_apply, hpq, hpq.symm]
  rw [pairMixing, Matrix.add_mul, Matrix.one_mul, Matrix.mul_assoc, hE, Matrix.mul_one,
    Matrix.mul_sub, Matrix.mul_one]
  abel

/-- Mixing two distinct orbitals by a 2×2 unitary is a unitary transformation of all orbitals. -/
theorem pairMixing_unitary {p q : ι} (hpq : p ≠ q) {V : Matrix (Fin 2) (Fin 2) ℂ}
    (hV : V ∈ unitaryGroup (Fin 2) ℂ) : pairMixing p q V ∈ unitaryGroup ι ℂ := by
  have hV' : Vᴴ * V = 1 := mem_unitaryGroup_iff'.mp hV
  have hc : (pairMixing p q V)ᴴ = pairMixing p q Vᴴ := by
    simp [pairMixing, conjTranspose_mul, Matrix.mul_assoc]
  have h0 : (Vᴴ - 1) + Vᴴ * (V - 1) = 0 := by
    rw [Matrix.mul_sub, hV', Matrix.mul_one]
    abel
  rw [mem_unitaryGroup_iff', star_eq_conjTranspose, hc]
  calc pairMixing p q Vᴴ * pairMixing p q V
      = pairMixing p q Vᴴ
        + (pairMixing p q Vᴴ * pairFrame p q) * (V - 1) * (pairFrame p q)ᴴ := by
        change pairMixing p q Vᴴ * (1 + pairFrame p q * (V - 1) * (pairFrame p q)ᴴ) = _
        rw [Matrix.mul_add, Matrix.mul_one]
        simp only [Matrix.mul_assoc]
    _ = 1 + pairFrame p q * ((Vᴴ - 1) + Vᴴ * (V - 1)) * (pairFrame p q)ᴴ := by
        rw [pairMixing_mul_frame hpq, pairMixing]
        simp only [Matrix.mul_add, Matrix.add_mul, Matrix.mul_assoc, add_assoc]
    _ = 1 := by rw [h0, Matrix.mul_zero, Matrix.zero_mul, add_zero]

lemma pairMixing_block {p q : ι} (hpq : p ≠ q) (V : Matrix (Fin 2) (Fin 2) ℂ)
    (X : Matrix ι ι ℂ) :
    ((pairMixing p q V)ᴴ * X * pairMixing p q V).submatrix ![p, q] ![p, q]
      = Vᴴ * X.submatrix ![p, q] ![p, q] * V := by
  rw [← pairFrame_compress p q X, ← pairFrame_compress p q]
  calc _ = (pairMixing p q V * pairFrame p q)ᴴ * X * (pairMixing p q V * pairFrame p q) := by
        simp only [conjTranspose_mul, Matrix.mul_assoc]
    _ = _ := by
        rw [pairMixing_mul_frame hpq]
        simp only [conjTranspose_mul, Matrix.mul_assoc]

lemma pairMixing_diag {p q k : ι} (hk : k ≠ p ∧ k ≠ q) (V : Matrix (Fin 2) (Fin 2) ℂ)
    (X : Matrix ι ι ℂ) : ((pairMixing p q V)ᴴ * X * pairMixing p q V) k k = X k k := by
  have hE : ∀ a, (pairFrame p q)ᴴ a k = 0 := by
    intro a
    rw [pairFrame_conj]
    fin_cases a <;> simp [Matrix.one_apply, hk.1.symm, hk.2.symm]
  have hcol : ∀ i, pairMixing p q V i k = (1 : Matrix ι ι ℂ) i k := by
    intro i
    rw [pairMixing, Matrix.add_apply, Matrix.mul_apply]
    simp only [hE, mul_zero, Finset.sum_const_zero, add_zero]
  have hrow : ∀ i, (pairMixing p q V)ᴴ k i = (1 : Matrix ι ι ℂ) k i := by
    intro i
    rw [conjTranspose_apply, hcol, ← conjTranspose_apply, conjTranspose_one]
  simp only [Matrix.mul_apply, hrow, hcol]
  simp [Matrix.one_apply]

/-- The sum of all `|X_mn|²`, diagonal included, is unchanged by a unitary mixing. -/
theorem sum_sq_unitary (X : Matrix ι ι ℂ) {U : Matrix ι ι ℂ} (hU : U ∈ unitaryGroup ι ℂ) :
    ∑ i, ∑ j, ‖(Uᴴ * X * U) i j‖ ^ 2 = ∑ i, ∑ j, ‖X i j‖ ^ 2 := by
  have key : ∀ A : Matrix ι ι ℂ,
      ((∑ i, ∑ j, ‖A i j‖ ^ 2 : ℝ) : ℂ) = trace (A * Aᴴ) := by
    intro A
    simp [Matrix.trace, Matrix.mul_apply, Complex.mul_conj, Complex.normSq_eq_norm_sq]
  have h1 : U * Uᴴ = 1 := mem_unitaryGroup_iff.mp hU
  apply Complex.ofReal_injective
  rw [key, key]
  calc trace ((Uᴴ * X * U) * (Uᴴ * X * U)ᴴ)
      = trace (Uᴴ * (X * (U * Uᴴ) * Xᴴ * U)) := by
        simp only [conjTranspose_mul, conjTranspose_conjTranspose, Matrix.mul_assoc]
    _ = trace (X * (U * Uᴴ) * Xᴴ * U * Uᴴ) := trace_mul_comm _ _
    _ = trace (X * Xᴴ) := by
        rw [Matrix.mul_assoc _ U, h1, Matrix.mul_one, Matrix.mul_one]

lemma offSpread_eq (X : Matrix ι ι ℂ) :
    offSpread X = ∑ i, ∑ j, ‖X i j‖ ^ 2 - ∑ i, ‖X i i‖ ^ 2 := by
  have h : ∀ i j, (if i = j then 0 else ‖X i j‖ ^ 2)
      = ‖X i j‖ ^ 2 - if i = j then ‖X i j‖ ^ 2 else 0 := by
    intro i j
    split_ifs <;> simp
  simp only [offSpread, h, Finset.sum_sub_distrib, Finset.sum_ite_eq, Finset.mem_univ, if_true]

/-- Exact balance for Hermitian `X`: mixing two distinct orbitals `p`, `q` by a unitary removes
`2|X_pq|²` from the removable spread and puts back twice the new squared coupling. -/
theorem offSpread_pairMixing {X : Matrix ι ι ℂ} (hX : X.IsHermitian) {p q : ι} (hpq : p ≠ q)
    {V : Matrix (Fin 2) (Fin 2) ℂ} (hV : V ∈ unitaryGroup (Fin 2) ℂ) :
    offSpread ((pairMixing p q V)ᴴ * X * pairMixing p q V) = offSpread X - 2 * ‖X p q‖ ^ 2
      + 2 * ‖((pairMixing p q V)ᴴ * X * pairMixing p q V) p q‖ ^ 2 := by
  have hY := isHermitian_conjTranspose_mul_mul (pairMixing p q V) hX
  have htot := sum_sq_unitary X (pairMixing_unitary hpq hV)
  -- the same invariance, applied to the 2×2 block of the pair
  have hb := sum_sq_unitary (X.submatrix ![p, q] ![p, q]) hV
  rw [← pairMixing_block hpq] at hb
  have hdiag := fun k (hk : k ≠ p ∧ k ≠ q) => pairMixing_diag hk V X
  generalize (pairMixing p q V)ᴴ * X * pairMixing p q V = Y at hY htot hb hdiag ⊢
  simp only [Fin.sum_univ_two, submatrix_apply, cons_val_zero, cons_val_one,
    cons_val_fin_one] at hb
  have hYs : ‖Y q p‖ = ‖Y p q‖ := by rw [← hY.apply q p, norm_star]
  have hXs : ‖X q p‖ = ‖X p q‖ := by rw [← hX.apply q p, norm_star]
  have hd : ∑ i, (‖Y i i‖ ^ 2 - ‖X i i‖ ^ 2)
      = (‖Y p p‖ ^ 2 - ‖X p p‖ ^ 2) + (‖Y q q‖ ^ 2 - ‖X q q‖ ^ 2) :=
    Fintype.sum_eq_add p q hpq (fun k hk => by rw [hdiag k hk, sub_self])
  rw [Finset.sum_sub_distrib] at hd
  rw [hYs, hXs] at hb
  rw [offSpread_eq Y, offSpread_eq X]
  linarith

/-- For Hermitian `X`, any two distinct orbitals can be decoupled by a unitary mixing of the two. -/
theorem exists_decoupling {X : Matrix ι ι ℂ} (hX : X.IsHermitian) {p q : ι} (hpq : p ≠ q) :
    ∃ V ∈ unitaryGroup (Fin 2) ℂ,
      ((pairMixing p q V)ᴴ * X * pairMixing p q V) p q = 0 := by
  have hB : (X.submatrix ![p, q] ![p, q]).IsHermitian := hX.submatrix _
  obtain ⟨V, hV, d, h⟩ : ∃ V ∈ unitaryGroup (Fin 2) ℂ, ∃ d : Fin 2 → ℂ,
      X.submatrix ![p, q] ![p, q] = V * diagonal d * Vᴴ := by
    refine ⟨hB.eigenvectorUnitary, hB.eigenvectorUnitary.2, RCLike.ofReal ∘ hB.eigenvalues, ?_⟩
    have h := hB.spectral_theorem
    rw [Unitary.conjStarAlgAut_apply] at h
    exact h
  have hV' : Vᴴ * V = 1 := mem_unitaryGroup_iff'.mp hV
  have hD : Vᴴ * (V * diagonal d * Vᴴ) * V = diagonal d := by
    calc _ = (Vᴴ * V) * diagonal d * (Vᴴ * V) := by simp only [Matrix.mul_assoc]
      _ = diagonal d := by rw [hV', Matrix.one_mul, Matrix.mul_one]
  have hblock := pairMixing_block hpq V X
  rw [h, hD] at hblock
  have h01 := congrFun (congrFun hblock 0) 1
  rw [diagonal_apply_ne _ (by decide)] at h01
  exact ⟨V, hV, h01⟩

lemma sum_offdiag_const (M : ℝ) : (∑ i : ι, ∑ j : ι, if i = j then 0 else M)
    = (Fintype.card ι : ℝ) * (Fintype.card ι - 1) * M := by
  have h : ∀ i j : ι, (if i = j then 0 else M) = M - if i = j then M else 0 := by
    intro i j
    split_ifs <;> simp
  simp only [h, Finset.sum_sub_distrib, Finset.sum_ite_eq, Finset.mem_univ, if_true,
    Finset.sum_const, Finset.card_univ, nsmul_eq_mul]
  ring

omit [DecidableEq ι] in
lemma two_le_pairs (hN : 2 ≤ Fintype.card ι) :
    (2 : ℝ) ≤ (Fintype.card ι : ℝ) * (Fintype.card ι - 1) := by
  have h : (2 : ℝ) ≤ Fintype.card ι := by exact_mod_cast hN
  nlinarith

/-- For Hermitian `X` on `N ≥ 2` orbitals, some unitary mixing of only two orbitals lowers the
removable spread to at most `1 - 2/(N(N-1))` of its value. -/
theorem exists_pairMixing_le (hN : 2 ≤ Fintype.card ι) {X : Matrix ι ι ℂ}
    (hX : X.IsHermitian) : ∃ U, IsPairMixing U ∧ offSpread (Uᴴ * X * U)
      ≤ (1 - 2 / ((Fintype.card ι : ℝ) * (Fintype.card ι - 1))) * offSpread X := by
  -- choose the pair with the largest coupling
  obtain ⟨a, b, hab⟩ := Fintype.one_lt_card_iff.mp hN
  obtain ⟨⟨p, q⟩, hmem, hmax⟩ := Finset.exists_max_image (Finset.univ.offDiag : Finset (ι × ι))
    (fun x => ‖X x.1 x.2‖) ⟨(a, b), by simp [hab]⟩
  have hpq : p ≠ q := by simpa using hmem
  have hle : offSpread X
      ≤ (Fintype.card ι : ℝ) * (Fintype.card ι - 1) * ‖X p q‖ ^ 2 := by
    rw [← sum_offdiag_const, offSpread]
    refine Finset.sum_le_sum fun i _ => Finset.sum_le_sum fun j _ => ?_
    split_ifs with h
    · exact le_refl _
    · exact pow_le_pow_left₀ (norm_nonneg _) (hmax (i, j) (by simpa using h)) 2
  obtain ⟨V, hV, h0⟩ := exists_decoupling hX hpq
  refine ⟨pairMixing p q V, ⟨p, q, V, hpq, hV, rfl⟩, ?_⟩
  rw [offSpread_pairMixing hX hpq hV, h0, norm_zero]
  have hK := two_le_pairs hN
  generalize (Fintype.card ι : ℝ) * (Fintype.card ι - 1) = K at hle hK ⊢
  have hdiv : offSpread X / K ≤ ‖X p q‖ ^ 2 :=
    (div_le_iff₀ (by linarith)).2 (by linarith [mul_comm K (‖X p q‖ ^ 2)])
  have hexp : (1 - 2 / K) * offSpread X = offSpread X - 2 * (offSpread X / K) := by ring
  rw [hexp]
  linarith

/-- For Hermitian `X` on `N ≥ 2` orbitals, `k` suitable pair mixings in succession leave at most
the fraction `(1 - 2/(N(N-1)))^k` of the removable spread. -/
theorem exists_pairMixings_le_pow (hN : 2 ≤ Fintype.card ι) {X : Matrix ι ι ℂ}
    (hX : X.IsHermitian) (k : ℕ) : ∃ L : List (Matrix ι ι ℂ), L.length = k ∧
      (∀ U ∈ L, IsPairMixing U) ∧ offSpread (L.prodᴴ * X * L.prod)
        ≤ (1 - 2 / ((Fintype.card ι : ℝ) * (Fintype.card ι - 1))) ^ k * offSpread X := by
  induction k with
  | zero => exact ⟨[], rfl, by simp, by simp⟩
  | succ k ih =>
    obtain ⟨L, hlen, hL, hoff⟩ := ih
    obtain ⟨U, hU, hstep⟩ :=
      exists_pairMixing_le hN (isHermitian_conjTranspose_mul_mul L.prod hX)
    refine ⟨L ++ [U], by simp [hlen], ?_, ?_⟩
    · intro W hW
      rcases List.mem_append.mp hW with h | h
      · exact hL W h
      · rw [List.mem_singleton.mp h]
        exact hU
    · have hprod : (L ++ [U]).prod = L.prod * U := by simp
      have hassoc : (L.prod * U)ᴴ * X * (L.prod * U) = Uᴴ * (L.prodᴴ * X * L.prod) * U := by
        simp only [conjTranspose_mul, Matrix.mul_assoc]
      have hK := two_le_pairs hN
      have hr : 0 ≤ 1 - 2 / ((Fintype.card ι : ℝ) * (Fintype.card ι - 1)) :=
        sub_nonneg.2 ((div_le_one (by linarith)).2 hK)
      rw [hprod, hassoc, pow_succ']
      exact (hstep.trans (mul_le_mul_of_nonneg_left hoff hr)).trans_eq (mul_assoc _ _ _).symm

/-- For Hermitian `X` on at least two orbitals, finitely many pair mixings bring the removable
spread below any positive tolerance. -/
theorem exists_pairMixings_lt (hN : 2 ≤ Fintype.card ι) {X : Matrix ι ι ℂ}
    (hX : X.IsHermitian) {ε : ℝ} (hε : 0 < ε) : ∃ L : List (Matrix ι ι ℂ),
      (∀ U ∈ L, IsPairMixing U) ∧ offSpread (L.prodᴴ * X * L.prod) < ε := by
  have hK := two_le_pairs hN
  have hr : 0 ≤ 1 - 2 / ((Fintype.card ι : ℝ) * (Fintype.card ι - 1)) :=
    sub_nonneg.2 ((div_le_one (by linarith)).2 hK)
  have hr1 : 1 - 2 / ((Fintype.card ι : ℝ) * (Fintype.card ι - 1)) < 1 :=
    sub_lt_self _ (div_pos two_pos (by linarith))
  have hS : 0 ≤ offSpread X := by
    refine Finset.sum_nonneg fun i _ => Finset.sum_nonneg fun j _ => ?_
    split_ifs <;> positivity
  have hS1 : 0 < offSpread X + 1 := by linarith
  obtain ⟨k, hk⟩ := exists_pow_lt_of_lt_one (div_pos hε hS1) hr1
  obtain ⟨L, -, hL, hoff⟩ := exists_pairMixings_le_pow hN hX k
  refine ⟨L, hL, hoff.trans_lt ?_⟩
  have h1 := (lt_div_iff₀ hS1).1 hk
  have h2 := pow_nonneg hr k
  linarith [mul_add_one
    ((1 - 2 / ((Fintype.card ι : ℝ) * (Fintype.card ι - 1))) ^ k) (offSpread X)]

/-- Sharpness: if all couplings of a Hermitian `X` have the same modulus, every unitary mixing of
two orbitals leaves at least the fraction `1 - 2/(N(N-1))` of the removable spread. -/
theorem le_offSpread_of_equal_couplings {X : Matrix ι ι ℂ} (hX : X.IsHermitian) {c : ℝ}
    (hc : ∀ i j, i ≠ j → ‖X i j‖ = c) {U : Matrix ι ι ℂ} (hU : IsPairMixing U) :
    (1 - 2 / ((Fintype.card ι : ℝ) * (Fintype.card ι - 1))) * offSpread X
      ≤ offSpread (Uᴴ * X * U) := by
  obtain ⟨p, q, V, hpq, hV, rfl⟩ := hU
  have hK := two_le_pairs (Fintype.one_lt_card_iff.mpr ⟨p, q, hpq⟩)
  have hS : offSpread X = (Fintype.card ι : ℝ) * (Fintype.card ι - 1) * c ^ 2 := by
    rw [← sum_offdiag_const, offSpread]
    refine Finset.sum_congr rfl fun i _ => Finset.sum_congr rfl fun j _ => ?_
    split_ifs with h
    · rfl
    · rw [hc i j h]
  rw [offSpread_pairMixing hX hpq hV, hc p q hpq, hS]
  generalize (Fintype.card ι : ℝ) * (Fintype.card ι - 1) = K at hK ⊢
  have hK0 : K ≠ 0 := by linarith
  have hexp : (1 - 2 / K) * (K * c ^ 2) = K * c ^ 2 - 2 * c ^ 2 := by
    rw [sub_mul, one_mul, ← mul_assoc, div_mul_cancel₀ _ hK0]
  rw [hexp]
  exact le_add_of_nonneg_right (by positivity)

end

end PairwiseLocalization
```

```lean
#print axioms PairwiseLocalization.exists_pairMixings_lt
-- 'PairwiseLocalization.exists_pairMixings_lt' depends on axioms: [propext, Classical.choice, Quot.sound]
#print axioms PairwiseLocalization.le_offSpread_of_equal_couplings
-- 'PairwiseLocalization.le_offSpread_of_equal_couplings' depends on axioms: [propext, Classical.choice, Quot.sound]
```
